# Filling the lowest orbitals minimises the energy of finitely many non-interacting fermion modes at fixed particle number

Take two modes, 0 and 1, with energies $e_0 \le e_1$, and one particle in the normalised state $v = \alpha\,|10\rangle + \beta\,|01\rangle$. Its mean energy is

$$e_0|\alpha|^2 + e_1|\beta|^2 = e_0 + (e_1 - e_0)|\beta|^2 .$$

Now choose a level $\mu$ with $e_0 \le \mu \le e_1$ and split the excess over $e_0$:

$$(e_1-e_0)|\beta|^2 = (\mu - e_0)|\beta|^2 + (e_1 - \mu)|\beta|^2 .$$

The first term is the cost of the hole in mode 0, the second that of the particle in mode 1. Neither is negative. The level $\mu$ cancels because the hole and the particle have the same weight, as the state holds exactly one particle.

## The bound for any number of modes

Let $a_p$ and $c_p$ be the annihilation and creation operators of finitely many fermion modes, with $c_p$ adjoint to $a_p$. Let $N=\sum_p c_p a_p$ and $H=\sum_p e_p c_p a_p$ with real $e_p$. Let $S$ be a set of $|S|$ modes, with $e_i\le\mu$ for $i\in S$ and $e_b\ge\mu$ for $b\notin S$. Then every unit vector $v$ with $Nv=|S|v$ satisfies

$$\mathrm{Re}\,\langle v,Hv\rangle \ \ge\ \sum_{i\in S} e_i ,$$

and on a nonzero space some such $v$ attains equality. The number $\mu$ plays the part of a Fermi level: its existence says that no mode outside $S$ lies below a mode in $S$.

## Where a code fills orbitals

In its simplest form, a mean-field iteration diagonalises the current effective one-body matrix, sorts all the eigenvalues and occupies the lowest spin orbitals. For that fixed, non-interacting operator, the bound says that no state with the same particle number, correlated or not, has a lower mean energy. A calculation that fixes the numbers of spin-up and spin-down electrons fills each spin separately, and its choice need not be the lowest overall. Nor does the bound say that filling the lowest orbitals minimises the self-consistent total energy, since the operator itself changes with the occupations.

The result also gives a check for a full configuration-interaction code. With the two-electron integrals set to zero and constants such as the nuclear repulsion left out, the lowest eigenvalue in the whole $n$-electron sector must equal the sum of the $n$ lowest eigenvalues of the one-electron matrix in an orthonormal spin-orbital basis. Hartree–Fock orbital energies are not the numbers to compare with, since they contain two-electron terms.

## Holes, particles and the cancelling level

**Occupations.** Write $n_p=\|a_pv\|^2$. Adjointness gives $\|a_pv\|^2=\langle v,c_pa_pv\rangle$ and $\|c_pv\|^2=\langle v,a_pc_pv\rangle$. Since $a_pc_p+c_pa_p=1$, a unit vector has

$$\|c_pv\|^2 = 1-n_p .$$

**Energy and number.** By the same adjointness, $\mathrm{Re}\,\langle v,Hv\rangle=\sum_p e_pn_p$. Setting all $e_p=1$ and using $Nv=|S|v$ gives $\sum_p n_p=|S|$.

**Excess energy.** Expand the hole and particle costs:

$$\sum_{i\in S}(\mu-e_i)(1-n_i)+\sum_{b\notin S}(e_b-\mu)n_b
=\sum_p e_pn_p-\sum_{i\in S}e_i+\mu\Big(|S|-\sum_p n_p\Big).$$

The last bracket vanishes, so the left side is exactly the excess energy, for every real $\mu$. If $\mu$ separates the levels, every term on the left is nonnegative, and the bound follows. If the separation is strict, zero excess forces $c_iv=0$ for all $i\in S$ and $a_bv=0$ for all $b\notin S$.

In a code, $n_p$ is a diagonal element of the one-particle density matrix in the orbital basis. If the left side changes with $\mu$, the trace of that matrix is not $|S|$.

**The filled state.** Suppose $c_iv=0$ on $S$ and $a_bv=0$ off $S$. Then $c_ia_iv=v-a_ic_iv=v$ for $i\in S$, while $c_ba_bv=0$ for $b\notin S$. Hence $Hv=\big(\sum_{i\in S}e_i\big)v$ and, with unit energies, $Nv=|S|v$.

**Its existence.** Put $d_p=c_p$ for $p\in S$ and $d_p=a_p$ otherwise. These operators all anticommute, and in particular $d_p^2=0$. Start from any nonzero vector $v$ and treat the modes in turn. At mode $s$, keep $v$ if $d_sv=0$; otherwise replace it by $d_sv$. The new vector is annihilated by $d_s$, and also by each earlier $d_p$, because $d_pd_sv=-d_sd_pv=0$. After the last mode, normalise.

## The Lean file

```lean
import Mathlib

open Finset

namespace AufbauBound

noncomputable section

variable {ι V : Type*} [Fintype ι] [DecidableEq ι]
  [NormedAddCommGroup V] [InnerProductSpace ℂ V]

/-- Fermionic modes: `c p` is adjoint to `a p`, and the operators obey the canonical
anticommutation relations. -/
structure FermionModes (a c : ι → Module.End ℂ V) : Prop where
  adj : ∀ p x y, inner ℂ (c p x) y = inner ℂ x (a p y)
  anti : ∀ p q, a p * a q + a q * a p = 0
  mixed : ∀ p q, a p * c q + c q * a p = if p = q then 1 else 0

/-- The one-body Hamiltonian `H = ∑ e_p c_p a_p` with real orbital energies `e_p`. -/
def hamiltonian (e : ι → ℝ) (a c : ι → Module.End ℂ V) : Module.End ℂ V :=
  ∑ p, (e p : ℂ) • (c p * a p)

/-- The particle-number operator `N = ∑ c_p a_p`. -/
def number (a c : ι → Module.End ℂ V) : Module.End ℂ V := ∑ p, c p * a p

variable {a c : ι → Module.End ℂ V}

omit [DecidableEq ι] in
private lemma number_eq : number a c = hamiltonian (fun _ => 1) a c := by
  simp [number, hamiltonian]

private lemma re_inner_self (x : V) : (inner ℂ x x).re = ‖x‖ ^ 2 :=
  inner_self_eq_norm_sq (𝕜 := ℂ) x

omit [Fintype ι] in
private lemma adj_right (h : FermionModes a c) (p : ι) (x y : V) :
    inner ℂ x (c p y) = inner ℂ (a p x) y := by
  rw [← inner_conj_symm x (c p y), h.adj, inner_conj_symm]

omit [Fintype ι] in
private lemma same_mode (h : FermionModes a c) (p : ι) (x : V) :
    a p (c p x) + c p (a p x) = x := by
  have h0 := h.mixed p p
  rw [if_pos rfl] at h0
  exact LinearMap.congr_fun h0 x

omit [Fintype ι] in
/-- The weights of a state for removing and for adding a particle in mode `p` sum to its
squared norm. -/
theorem particle_add_hole (h : FermionModes a c) (p : ι) (v : V) :
    ‖a p v‖ ^ 2 + ‖c p v‖ ^ 2 = ‖v‖ ^ 2 := by
  have h1 : inner ℂ (c p v) (c p v) + inner ℂ (a p v) (a p v) = inner ℂ v v := by
    rw [h.adj p v (c p v), ← adj_right h p v (a p v), ← inner_add_right, same_mode h]
  have h2 := congrArg Complex.re h1
  rw [Complex.add_re, re_inner_self, re_inner_self, re_inner_self] at h2
  linarith

/-- The mean energy is the sum of orbital energies weighted by the occupations `‖a_p v‖²`. -/
theorem mean_energy (h : FermionModes a c) (e : ι → ℝ) (v : V) :
    (inner ℂ v (hamiltonian e a c v)).re = ∑ p, e p * ‖a p v‖ ^ 2 := by
  simp only [hamiltonian, LinearMap.sum_apply, LinearMap.smul_apply, Module.End.mul_apply,
    inner_sum, inner_smul_right, Complex.re_sum, adj_right h, Complex.re_ofReal_mul,
    re_inner_self]

/-- For a unit state with `card S` particles, the energy above `∑_S e_i` is a sum of hole terms
in `S` and particle terms outside `S`, measured from any reference level `μ`. -/
theorem excitation_energy (h : FermionModes a c) (e : ι → ℝ) (μ : ℝ) (S : Finset ι) {v : V}
    (hv : ‖v‖ = 1) (hN : number a c v = (S.card : ℂ) • v) :
    (inner ℂ v (hamiltonian e a c v)).re - ∑ i ∈ S, e i =
      ∑ i ∈ S, (μ - e i) * ‖c i v‖ ^ 2 + ∑ b ∈ Sᶜ, (e b - μ) * ‖a b v‖ ^ 2 := by
  -- the occupations add up to the particle number
  have hn : ∑ p, ‖a p v‖ ^ 2 = (S.card : ℝ) := by
    have h1 := mean_energy h (fun _ => 1) v
    rw [← number_eq, hN, inner_smul_right, ← Complex.ofReal_natCast,
      Complex.re_ofReal_mul, re_inner_self, hv] at h1
    simp only [one_mul, one_pow, mul_one] at h1
    exact h1.symm
  have hc : ∀ p, ‖c p v‖ ^ 2 = 1 - ‖a p v‖ ^ 2 := fun p => by
    have h1 := particle_add_hole h p v
    rw [hv] at h1
    linarith
  have hS : ∑ i ∈ S, (μ - e i) * ‖c i v‖ ^ 2 = S.card * μ - ∑ i ∈ S, e i
      - μ * ∑ i ∈ S, ‖a i v‖ ^ 2 + ∑ i ∈ S, e i * ‖a i v‖ ^ 2 := by
    simp only [hc, sub_mul, mul_sub, mul_one, sum_sub_distrib, sum_const, nsmul_eq_mul, mul_sum]
    ring
  have hT : ∑ b ∈ Sᶜ, (e b - μ) * ‖a b v‖ ^ 2 =
      ∑ b ∈ Sᶜ, e b * ‖a b v‖ ^ 2 - μ * ∑ b ∈ Sᶜ, ‖a b v‖ ^ 2 := by
    simp only [sub_mul, sum_sub_distrib, mul_sum]
  rw [← sum_add_sum_compl S] at hn
  rw [mean_energy h, ← sum_add_sum_compl S, hS, hT]
  linear_combination μ * hn

/-- Aufbau bound: if `μ` separates the levels in `S` from the others, no unit state with `card S`
particles has mean energy below `∑_S e_i`. -/
theorem aufbau_bound (h : FermionModes a c) {e : ι → ℝ} {μ : ℝ} {S : Finset ι}
    (hS : ∀ i ∈ S, e i ≤ μ) (hT : ∀ b ∉ S, μ ≤ e b) {v : V}
    (hv : ‖v‖ = 1) (hN : number a c v = (S.card : ℂ) • v) :
    ∑ i ∈ S, e i ≤ (inner ℂ v (hamiltonian e a c v)).re := by
  have h1 := excitation_energy h e μ S hv hN
  have h2 : 0 ≤ ∑ i ∈ S, (μ - e i) * ‖c i v‖ ^ 2 :=
    sum_nonneg fun i hi => mul_nonneg (sub_nonneg.2 (hS i hi)) (sq_nonneg _)
  have h3 : 0 ≤ ∑ b ∈ Sᶜ, (e b - μ) * ‖a b v‖ ^ 2 :=
    sum_nonneg fun b hb => mul_nonneg (sub_nonneg.2 (hT b (mem_compl.1 hb))) (sq_nonneg _)
  linarith

/-- A state with every mode of `S` filled and every other mode empty satisfies
`H v = (∑_S e_i) v`. -/
theorem filled_eigenstate (h : FermionModes a c) (e : ι → ℝ) {S : Finset ι} {v : V}
    (hS : ∀ i ∈ S, c i v = 0) (hT : ∀ b ∉ S, a b v = 0) :
    hamiltonian e a c v = ((∑ i ∈ S, e i : ℝ) : ℂ) • v := by
  have hp : ∀ p, (e p : ℂ) • c p (a p v) = if p ∈ S then (e p : ℂ) • v else 0 := fun p => by
    by_cases hpS : p ∈ S
    · have h1 := same_mode h p v
      rw [hS p hpS, map_zero, zero_add] at h1
      rw [if_pos hpS, h1]
    · rw [if_neg hpS, hT p hpS, map_zero, smul_zero]
  simp only [hamiltonian, LinearMap.sum_apply, LinearMap.smul_apply, Module.End.mul_apply, hp]
  rw [sum_ite_mem, univ_inter, Complex.ofReal_sum, sum_smul]

/-- On a nonzero space there is, for every set `S` of modes, a unit state with `S` filled and
all other modes empty. -/
theorem exists_filled [Nontrivial V] (h : FermionModes a c) (S : Finset ι) :
    ∃ v : V, ‖v‖ = 1 ∧ (∀ i ∈ S, c i v = 0) ∧ ∀ b ∉ S, a b v = 0 := by
  have hcc : ∀ p q x, c p (c q x) + c q (c p x) = 0 := fun p q x => by
    apply ext_inner_left ℂ
    intro w
    simp only [inner_add_right, adj_right h]
    have h1 : a q (a p w) + a p (a q w) = 0 := LinearMap.congr_fun (h.anti q p) w
    rw [← inner_add_left, h1, inner_zero_left, inner_zero_right]
  have hac : ∀ p q x, p ≠ q → a p (c q x) + c q (a p x) = 0 := fun p q x hpq => by
    have h0 := h.mixed p q
    rw [if_neg hpq] at h0
    exact LinearMap.congr_fun h0 x
  -- the operators that must annihilate the state all anticommute
  let d : ι → Module.End ℂ V := fun p => if p ∈ S then c p else a p
  have hd : ∀ p q x, d p (d q x) + d q (d p x) = 0 := fun p q x => by
    by_cases hp : p ∈ S <;> by_cases hq : q ∈ S <;> simp only [d, hp, hq, if_true, if_false]
    · exact hcc p q x
    · rw [add_comm]
      exact hac q p x fun hqp => hq (hqp ▸ hp)
    · exact hac p q x fun hpq => hp (hpq ▸ hq)
    · exact LinearMap.congr_fun (h.anti p q) x
  have key : ∀ T : Finset ι, ∃ v : V, v ≠ 0 ∧ ∀ p ∈ T, d p v = 0 := fun T => by
    induction T using Finset.induction_on with
    | empty =>
      obtain ⟨v, hv⟩ := exists_ne (0 : V)
      exact ⟨v, hv, fun p hp => absurd hp (notMem_empty p)⟩
    | insert s T hs ih =>
      obtain ⟨v, hv, hvT⟩ := ih
      by_cases h0 : d s v = 0
      · refine ⟨v, hv, fun p hp => ?_⟩
        rcases mem_insert.1 hp with rfl | hp
        · exact h0
        · exact hvT p hp
      · refine ⟨d s v, h0, fun p hp => ?_⟩
        rcases mem_insert.1 hp with rfl | hp
        · have h2 : (2 : ℂ) • d p (d p v) = 0 := by rw [two_smul]; exact hd p p v
          exact (smul_eq_zero.1 h2).resolve_left two_ne_zero
        · have h2 := hd p s v
          rwa [hvT p hp, map_zero, add_zero] at h2
  obtain ⟨v, hv, hd0⟩ := key univ
  refine ⟨(‖v‖ : ℂ)⁻¹ • v, ?_, fun i hi => ?_, fun b hb => ?_⟩
  · rw [norm_smul, norm_inv, Complex.norm_real, norm_norm,
      inv_mul_cancel₀ (norm_ne_zero_iff.2 hv)]
  · have h1 := hd0 i (mem_univ i)
    simp only [d, hi, if_true] at h1
    rw [map_smul, h1, smul_zero]
  · have h1 := hd0 b (mem_univ b)
    simp only [d, hb, if_false] at h1
    rw [map_smul, h1, smul_zero]

/-- Aufbau principle: if `μ` separates the levels in `S` from the others, `∑_S e_i` is the least
mean energy of unit states with `card S` particles. -/
theorem aufbau_isLeast [Nontrivial V] (h : FermionModes a c) {e : ι → ℝ} {μ : ℝ}
    {S : Finset ι} (hS : ∀ i ∈ S, e i ≤ μ) (hT : ∀ b ∉ S, μ ≤ e b) :
    IsLeast {E : ℝ | ∃ v : V, ‖v‖ = 1 ∧ number a c v = (S.card : ℂ) • v ∧
      (inner ℂ v (hamiltonian e a c v)).re = E} (∑ i ∈ S, e i) := by
  constructor
  · obtain ⟨v, hv, h1, h2⟩ := exists_filled h S
    refine ⟨v, hv, ?_, ?_⟩
    · rw [number_eq, filled_eigenstate h _ h1 h2]
      simp
    · rw [filled_eigenstate h e h1 h2, inner_smul_right, Complex.re_ofReal_mul,
        re_inner_self, hv, one_pow, mul_one]
  · rintro E ⟨v, hv, hN, rfl⟩
    exact aufbau_bound h hS hT hv hN

/-- If `μ` lies strictly between the levels in `S` and the others, a unit state with `card S`
particles has mean energy `∑_S e_i` exactly when `S` is filled and all other modes are empty. -/
theorem aufbau_eq_iff (h : FermionModes a c) {e : ι → ℝ} {μ : ℝ} {S : Finset ι}
    (hS : ∀ i ∈ S, e i < μ) (hT : ∀ b ∉ S, μ < e b) {v : V}
    (hv : ‖v‖ = 1) (hN : number a c v = (S.card : ℂ) • v) :
    (inner ℂ v (hamiltonian e a c v)).re = ∑ i ∈ S, e i ↔
      (∀ i ∈ S, c i v = 0) ∧ ∀ b ∉ S, a b v = 0 := by
  have h1 := excitation_energy h e μ S hv hN
  have p2 : ∀ i ∈ S, 0 ≤ (μ - e i) * ‖c i v‖ ^ 2 := fun i hi =>
    mul_nonneg (sub_pos.2 (hS i hi)).le (sq_nonneg _)
  have p3 : ∀ b ∈ Sᶜ, 0 ≤ (e b - μ) * ‖a b v‖ ^ 2 := fun b hb =>
    mul_nonneg (sub_pos.2 (hT b (mem_compl.1 hb))).le (sq_nonneg _)
  constructor
  · intro hE
    -- a vanishing sum of nonnegative terms vanishes term by term
    have s2 := sum_nonneg p2
    have s3 := sum_nonneg p3
    have z2 := (sum_eq_zero_iff_of_nonneg p2).1 (by linarith)
    have z3 := (sum_eq_zero_iff_of_nonneg p3).1 (by linarith)
    refine ⟨fun i hi => ?_, fun b hb => ?_⟩
    · have h2 := (mul_eq_zero.1 (z2 i hi)).resolve_left (sub_pos.2 (hS i hi)).ne'
      exact norm_eq_zero.1 (pow_eq_zero_iff two_ne_zero |>.1 h2)
    · have h2 := (mul_eq_zero.1 (z3 b (mem_compl.2 hb))).resolve_left (sub_pos.2 (hT b hb)).ne'
      exact norm_eq_zero.1 (pow_eq_zero_iff two_ne_zero |>.1 h2)
  · rintro ⟨h2, h3⟩
    rw [filled_eigenstate h e h2 h3, inner_smul_right, Complex.re_ofReal_mul,
      re_inner_self, hv, one_pow, mul_one]

/-- Annihilation operators of two modes on `ℂ⁴`. -/
def pairA : Fin 2 → Module.End ℂ (EuclideanSpace ℂ (Fin 4)) :=
  ![{ toFun := fun x => !₂[x 1, 0, x 3, 0]
      map_add' := fun x y => by ext i; fin_cases i <;> simp
      map_smul' := fun r x => by ext i; fin_cases i <;> simp },
    { toFun := fun x => !₂[x 2, -x 3, 0, 0]
      map_add' := fun x y => by ext i; fin_cases i <;> simp; ring
      map_smul' := fun r x => by ext i; fin_cases i <;> simp }]

/-- Creation operators of two modes on `ℂ⁴`. -/
def pairC : Fin 2 → Module.End ℂ (EuclideanSpace ℂ (Fin 4)) :=
  ![{ toFun := fun x => !₂[0, x 0, 0, x 2]
      map_add' := fun x y => by ext i; fin_cases i <;> simp
      map_smul' := fun r x => by ext i; fin_cases i <;> simp },
    { toFun := fun x => !₂[0, 0, x 0, -x 1]
      map_add' := fun x y => by ext i; fin_cases i <;> simp; ring
      map_smul' := fun r x => by ext i; fin_cases i <;> simp }]

/-- The explicit operators `pairA` and `pairC` on `ℂ⁴` are fermionic modes. -/
theorem fermionModes_witness : FermionModes pairA pairC where
  adj p x y := by
    fin_cases p <;> simp [pairA, pairC, PiLp.inner_apply, Fin.sum_univ_four]
  anti p q := by
    refine LinearMap.ext fun x => ?_
    ext i
    fin_cases p <;> fin_cases q <;> fin_cases i <;> simp [pairA]
  mixed p q := by
    refine LinearMap.ext fun x => ?_
    ext i
    fin_cases p <;> fin_cases q <;> fin_cases i <;> simp [pairA, pairC]

end

end AufbauBound
```

```lean
#print axioms AufbauBound.excitation_energy
#print axioms AufbauBound.aufbau_isLeast
#print axioms AufbauBound.aufbau_eq_iff
```

```
'AufbauBound.excitation_energy' depends on axioms: [propext, Classical.choice, Quot.sound]
'AufbauBound.aufbau_isLeast' depends on axioms: [propext, Classical.choice, Quot.sound]
'AufbauBound.aufbau_eq_iff' depends on axioms: [propext, Classical.choice, Quot.sound]
```

## How the Lean statements map to the physics

The type `ι` labels the modes and is finite. The state space `V` is a complex inner-product space, not assumed finite-dimensional, and the operators are linear maps defined on all of it. `FermionModes a c` collects the adjointness relation and the anticommutators $\{a_p,a_q\}=0$ and $\{a_p,c_q\}=\delta_{pq}$. The relation for two creation operators is derived inside `exists_filled`. Lean's `inner ℂ x y` is linear in its second argument.

`aufbau_bound` is the inequality. The particle-number condition is the eigenvalue equation `number a c v = (S.card : ℂ) • v`, so a state with only the right average number does not qualify. `aufbau_isLeast` says that $\sum_{i\in S}e_i$ belongs to the set of mean energies of such unit states and is a lower bound for it; `[Nontrivial V]` supplies the nonzero vector to start from. `aufbau_eq_iff` treats the strictly separated case.

## How the proof follows the derivation

`particle_add_hole` and `mean_energy` are the first two steps. In `excitation_energy`, `hn` fixes the sum of occupations, `hS` and `hT` expand the two sums, and `linear_combination μ * hn` cancels $\mu$. `aufbau_bound` then shows that every term is nonnegative, sums with `sum_nonneg` and concludes with `linarith`.

`filled_eigenstate` evaluates $H$ mode by mode. In `exists_filled`, `hd` proves the anticommutation of the $d_p$, and `key` is the mode-by-mode construction as an induction over finite sets. For equality, `sum_eq_zero_iff_of_nonneg` makes each cost vanish separately.

`fermionModes_witness` checks the relations component by component for explicit two-mode matrices on $\mathbb{C}^4$. The basis order is empty, mode 0 filled, mode 1 filled, both filled; the minus signs are the fermionic ones.

## Orthonormal, diagonal and non-interacting

- **Interactions are absent.** The chemist's aufbau rule for real atoms concerns interacting electrons, and this bound does not justify it.
- **The Hamiltonian is already diagonal.** The $\delta_{pq}$ in the anticommutator means orthonormal orbitals, so overlapping atomic orbitals must be orthogonalised and the one-body matrix diagonalised first.
- **Degeneracy at $\mu$ is allowed in the bound, but not in the equality criterion.** In the opening example with $e_0=e_1$, every one-particle state attains the minimum.
- **Uniqueness up to a phase is not claimed.** `V` may carry further degrees of freedom, and then many independent states can have the same modes filled.
- **The extreme fillings are included.** For empty $S$ the minimum is $0$; for $S$ containing every mode it is the sum of all $e_p$.
